# The s form f(‖q‖) of a projector is differentiable at q = 0 exactly when f has zero right derivative at zero

The s form of a projector is modelled here as a real function f evaluated at the length of q = k + G, where q ranges over a nonzero, complete real inner product space. The theorem `sForm_differentiableAt_iff` assumes that f has right derivative c at zero, and states that q ↦ f(‖q‖) is differentiable at q = 0 if and only if c = 0. For the forward direction, the proof restricts the function to a line through the origin along a unit vector, which gives t ↦ f(|t|). This function is even, so its derivative at zero is its own negative and must vanish, while on the nonnegative half-line it agrees with f and so has right derivative c. The converse uses the earlier result that the s form has zero gradient at the origin when c = 0.

In Lean, a first try:

```lean
import Mathlib

open Filter Set
open scoped Topology

namespace SFormDifferentiableAtIff

variable {E : Type*} [NormedAddCommGroup E] [InnerProductSpace ℝ E]

/-- The s form of a projector: the radial function `f` evaluated at the length of `q = k + G`. -/
def sForm (f : ℝ → ℝ) (q : E) : ℝ := f ‖q‖

omit [InnerProductSpace ℝ E] in
/-- As `q` tends to zero, its length tends to zero through nonnegative values. -/
theorem tendsto_length : Tendsto (fun q : E => ‖q‖) (𝓝 0) (𝓝[Ici 0] 0) :=
  tendsto_nhdsWithin_iff.2
    ⟨tendsto_norm_zero, Eventually.of_forall fun q => norm_nonneg q⟩

omit [InnerProductSpace ℝ E] in
/-- If `f` has right derivative `c` at zero, then `f ‖q‖` equals `f 0 + c ‖q‖` up to an error
that is small compared with `‖q‖` near `q = 0`. -/
theorem radial_expansion {f : ℝ → ℝ} {c : ℝ} (h : HasDerivWithinAt f c (Ici 0) 0)
    {ε : ℝ} (hε : 0 < ε) :
    ∀ᶠ q : E in 𝓝 0, |f ‖q‖ - f 0 - c * ‖q‖| ≤ ε * ‖q‖ := by
  have h1 := tendsto_length (E := E) |>.eventually
    ((hasDerivWithinAt_iff_isLittleO.1 h).def hε)
  filter_upwards [h1] with q hq
  simpa only [sub_zero, smul_eq_mul, Real.norm_eq_abs, abs_norm, mul_comm ‖q‖ c] using hq

/-- If the radial function has zero right derivative at zero, the s form has zero gradient
at `q = 0`. -/
theorem sForm_hasGradientAt [CompleteSpace E] {f : ℝ → ℝ}
    (h : HasDerivWithinAt f 0 (Ici 0) 0) :
    HasGradientAt (sForm f) (0 : E) 0 := by
  rw [hasGradientAt_iff_isLittleO, Asymptotics.isLittleO_iff]
  intro ε hε
  filter_upwards [radial_expansion (E := E) h hε] with q hq
  simpa [sForm] using hq

/-- In a nonzero space, for a radial function with right derivative `c` at zero, the s form is
differentiable at `q = 0` exactly when `c = 0`. -/
theorem sForm_differentiableAt_iff [CompleteSpace E] [Nontrivial E] {f : ℝ → ℝ} {c : ℝ}
    (h : HasDerivWithinAt f c (Ici 0) 0) :
    DifferentiableAt ℝ (sForm f) (0 : E) ↔ c = 0 := by
  constructor
  · intro hd
    -- restrict to a line through the origin
    obtain ⟨e, he⟩ := exists_norm_eq E (zero_le_one (α := ℝ))
    have hd' : DifferentiableAt ℝ (sForm f) ((0 : ℝ) • e) := by
      rw [zero_smul]; exact hd
    have hl : DifferentiableAt ℝ (fun t : ℝ => t • e) 0 := by fun_prop
    have hg := DifferentiableAt.comp (g := sForm f) (f := fun t : ℝ => t • e) (0 : ℝ) hd' hl
    have hEq : (sForm f ∘ fun t : ℝ => t • e) = fun t : ℝ => f |t| := by
      funext t
      simp [sForm, norm_smul, he]
    rw [hEq] at hg
    -- the restriction is even, so its derivative is its own negative
    have h1 : deriv (fun t : ℝ => (fun s : ℝ => f |s|) (-t)) 0
        = -deriv (fun s : ℝ => f |s|) (-0) := deriv_comp_neg _ _
    simp only [abs_neg, neg_zero] at h1
    -- on the nonnegative half-line it coincides with the radial function
    have h2 : HasDerivWithinAt (fun t : ℝ => f |t|) c (Ici 0) 0 :=
      h.congr (fun t ht => by rw [abs_of_nonneg (mem_Ici.1 ht)]) (by rw [abs_zero])
    have h3 := (uniqueDiffWithinAt_Ici (0 : ℝ)).eq_deriv _ h2 hg.hasDerivAt.hasDerivWithinAt
    linarith
  · rintro rfl
    exact (sForm_hasGradientAt h).differentiableAt

end SFormDifferentiableAtIff
```

Lean reports:

```
Main.lean:59:46: error: Type mismatch
  deriv_comp_neg ?m.214 ?m.215
has type
  @deriv ?m.209 ?m.211 ?m.210 NormedAddCommGroup.toAddCommGroup NormedSpace.toModule
      PseudoMetricSpace.toUniformSpace.toTopologicalSpace (fun x => ?m.214 (-x)) ?m.215 =
    -deriv ?m.214 (-?m.215)
but is expected to have type
  @deriv ℝ DenselyNormedField.toNontriviallyNormedField ℝ Real.instAddCommGroup Semiring.toModule
      PseudoMetricSpace.toUniformSpace.toTopologicalSpace (fun t => (fun s => f |s|) (-t)) 0 =
    -deriv (fun s => f |s|) (-0)
```

As a diff, the version that Lean accepts:

```diff
@@ -57,5 +57,5 @@
     -- the restriction is even, so its derivative is its own negative
     have h1 : deriv (fun t : ℝ => (fun s : ℝ => f |s|) (-t)) 0
-        = -deriv (fun s : ℝ => f |s|) (-0) := deriv_comp_neg _ _
+        = -deriv (fun s : ℝ => f |s|) (-0) := deriv_comp_neg (fun s : ℝ => f |s|) 0
     simp only [abs_neg, neg_zero] at h1
     -- on the nonnegative half-line it coincides with the radial function
```

Diagnosis. The one error is at `deriv_comp_neg _ _`, in the step saying that the derivative of the even function is its own negative. The underscores leave Lean to work out the function and the point by matching the lemma against the expected equation. In the message both are still unknown, as `?m.214` and `?m.215`.

The function is the hard part. On the left of the lemma it appears as `?m.214 (-x)`, an unknown function applied to `-x` and not to a plain variable, and such a problem does not in general determine the function. Here the expected left side also reduces to `f |-t|`, which hides the intended split into an outer function and a negation.

The repair passes the function `fun s : ℝ => f |s|` and the point `0` explicitly. Lean then only has to check that the lemma's equation agrees with the expected one, and it does. The stated equation was already right and is unchanged.
